# Overdamped escape over a cusp barrier: the low-temperature rate

Two harmonic wells of frequency $\omega$ meet in a cusp of height $E$. As the inverse temperature $\beta$ grows, Kramers' overdamped expression for the escape rate, with a harmonic well population, divided by

$$k_{\rm cusp}=\frac{\omega^2}{2\pi\gamma}\sqrt{\pi\beta E}\;e^{-\beta E}$$

tends to 1, where $\gamma$ is the friction coefficient per unit mass. At every finite temperature the ratio lies between $(1+2/(\beta E))^{-1}$ and $(1-e^{-\beta E})^{-1}$.

## Physical setting

A particle of unit mass moves in the potential

$$V(x)=\tfrac12\omega^2(|x|-a)^2,\qquad E=V(0)=\tfrac12\omega^2a^2,$$

with $\omega,a>0$. The well bottoms are at $\pm a$, and the slope jumps at $x=0$.

At strong friction the position diffuses with coefficient $D=1/(\beta\gamma)$. The probability density $p$ carries the flux $J=-D\,e^{-\beta V}\,\frac{d}{dx}\left(e^{\beta V}p\right)$. For a steady flux with $p(a)=0$, multiplying by $e^{\beta V}$ and integrating from $-a$ to $a$ gives $J\,I=D\,p(-a)$, with

$$I(\beta)=\int_{-a}^{a}e^{\beta V(x)}\,dx.$$

If the left well holds a population $n$ in harmonic equilibrium, then $p(-a)=n/Z$, where $Z=\int_{-\infty}^{\infty}e^{-\beta\omega^2x^2/2}dx$. The rate is therefore

$$k=\frac{J}{n}=\frac{1}{\beta\gamma\,I\,Z}.$$

The potential is the lower envelope of two crossing parabolas. For classical, one-dimensional, overdamped motion on this envelope, the formula can serve as a low-temperature reference value for a Brownian dynamics code. It does not describe two diabatic curves with vanishing coupling: there the particle stays on its own parabola when it passes the crossing, and no transfer takes place.

For a particle with inertia, the overdamped description of the cusp also requires $\gamma\gg\omega\sqrt{\beta E}$. At fixed $\gamma$ this fails when the temperature becomes low enough: $k_{\rm cusp}$ is $(\omega/\gamma)\sqrt{\pi\beta E}$ times the transition-state rate $\frac{\omega}{2\pi}e^{-\beta E}$, and would eventually exceed it. The limit $\beta\to\infty$ below is therefore a statement within the overdamped model.

## Statement

Write $S(\beta)=\frac{\beta\omega^2a}{2}e^{-\beta E}I(\beta)$ for the scaled barrier integral. For $\beta,\gamma,\omega,a>0$,

$$1-e^{-\beta E}\le S(\beta)\le 1+\frac{2}{\beta E},\qquad \frac{k}{k_{\rm cusp}}=\frac1{S(\beta)}.$$

Hence $S(\beta)\to1$ and $k/k_{\rm cusp}\to1$ as $\beta\to\infty$ with $\gamma,\omega,a$ fixed.

## Derivation

**Reduction to one side.** Split $I$ at the cusp. On the left put $y=x+a$, on the right $y=a-x$. Both halves give the same integral, so with $c=\beta\omega^2$

$$I=2K,\qquad K=\int_0^a e^{cy^2/2}\,dy,\qquad \frac{ca^2}{2}=\beta E,\qquad S=ca\,e^{-\beta E}K.$$

**Lower bound.** Since $y\le a$ on the interval,

$$caK\ge\int_0^a cy\,e^{cy^2/2}\,dy=e^{ca^2/2}-1.$$

**Upper bound.** Write $ca=cy+c(a-y)$. In the second part use $y^2\le ay$:

$$caK\le\int_0^a cy\,e^{cy^2/2}\,dy+\int_0^a c(a-y)\,e^{cay/2}\,dy.$$

The last integrand has the antiderivative

$$G(y)=\left(\frac2a(a-y)+\frac4{ca^2}\right)e^{cay/2},$$

because $-\frac2a+\frac{ca}{2}\left(\frac2a(a-y)+\frac4{ca^2}\right)=c(a-y)$. Thus

$$caK\le e^{ca^2/2}-1+\frac{4}{ca^2}e^{ca^2/2}-2-\frac4{ca^2}\le e^{ca^2/2}\left(1+\frac4{ca^2}\right).$$

Multiplying both bounds by $e^{-\beta E}$ and using $4/(ca^2)=2/(\beta E)$ gives the bounds on $S$. Both tend to 1, so $S$ does too.

**The rate.** The Gaussian integral is $Z=\sqrt{2\pi/(\beta\omega^2)}$, and

$$Z\sqrt{\pi\beta E}=\sqrt{\frac{2\pi}{\beta\omega^2}\cdot\frac{\pi\beta\omega^2a^2}{2}}=\pi a.$$

Therefore

$$\frac{k}{k_{\rm cusp}}=\frac{2\pi\,e^{\beta E}}{\beta\omega^2\,I\,Z\sqrt{\pi\beta E}}=\frac{2\,e^{\beta E}}{\beta\omega^2a\,I}=\frac1S.$$

Taking inverses of the bounds on $S$ gives the bounds on the ratio.

**Deep and shallow barriers.** At $\beta E=10$ the bounds place the ratio between about $0.833$ and $1.00005$. They are not tight: evaluating the integral numerically gives about $0.94$. In the opposite limit $\beta E\to0$, the integral $I$ tends to $2a$, so $S\approx2\beta E$ and the ratio diverges: the cusp formula no longer approximates $k$. For such a shallow barrier $k$ itself is not a meaningful rate either, since it assumes a well in equilibrium behind a high barrier.

**Unequal wells.** The same estimate on each side treats wells with frequencies $\omega_1,\omega_2$ and distances $a_1,a_2$ from the cusp, provided $\omega_1^2a_1^2=\omega_2^2a_2^2=2E$. The leading behaviour is then

$$I\sim\frac{e^{\beta E}}{\beta}\left(\frac1{\omega_1^2a_1}+\frac1{\omega_2^2a_2}\right).$$

## What the formal version assumes

All parameters are real numbers. `cuspPotential`, `barrierHeight`, `barrierIntegral` and `wellPartition` are $V$, $E$, $I$ and $Z$; `escapeRate` is $k$ and `cuspRate` is $k_{\rm cusp}$. The limit $\beta\to\infty$ is written with `atTop`, and `𝓝 1` says that the value approached is 1.

The expression $1/(\beta\gamma IZ)$ enters as a definition. The flux argument above motivates it, but the file contains no diffusion equation and no stochastic trajectory, so what is checked is the evaluation of Kramers' overdamped rate expression for this barrier. Strong friction enters only through that expression; $\gamma$ cancels in the ratio, and the theorems ask only that it be positive.

The population factor `wellPartition` integrates one full parabola over the whole line, centred at the origin for convenience. The true left well ends at the cusp, and the tail beyond it is counted as well.

## The file

In Lean 4 with Mathlib:

```lean
import Mathlib

open Real Filter Topology

namespace KramersCuspBarrier

noncomputable section

/-- Two harmonic wells of frequency `ω` centred at `-a` and `a`, meeting in a cusp at `0`. -/
def cuspPotential (ω a x : ℝ) : ℝ := ω ^ 2 * (|x| - a) ^ 2 / 2

/-- The height of the cusp above the well bottoms. -/
def barrierHeight (ω a : ℝ) : ℝ := ω ^ 2 * a ^ 2 / 2

/-- The integral of `exp (β V)` from one well bottom to the other. -/
def barrierIntegral (β ω a : ℝ) : ℝ :=
  ∫ x in (-a)..a, Real.exp (β * cuspPotential ω a x)

/-- The configurational partition function of a full harmonic well. -/
def wellPartition (β ω : ℝ) : ℝ := ∫ x : ℝ, Real.exp (-(β * (ω ^ 2 * x ^ 2 / 2)))

/-- The overdamped escape rate at unit mass, with diffusion coefficient `1 / (β γ)` and
a harmonic well population. -/
def escapeRate (β γ ω a : ℝ) : ℝ :=
  1 / (β * γ * barrierIntegral β ω a * wellPartition β ω)

/-- The closed rate formula for a cusp-shaped barrier at strong friction. -/
def cuspRate (β γ ω a : ℝ) : ℝ :=
  ω ^ 2 / (2 * π * γ) * Real.sqrt (π * β * barrierHeight ω a)
    * Real.exp (-(β * barrierHeight ω a))

/-- The barrier integral is twice the integral of `exp (β ω² y² / 2)` over `y` from `0` to `a`. -/
theorem barrierIntegral_eq (β ω : ℝ) {a : ℝ} (ha : 0 ≤ a) :
    barrierIntegral β ω a = 2 * ∫ y in (0 : ℝ)..a, Real.exp (β * ω ^ 2 * y ^ 2 / 2) := by
  have hc : Continuous fun x => Real.exp (β * cuspPotential ω a x) := by
    unfold cuspPotential
    fun_prop
  -- left of the cusp, measure the distance from the well bottom at `-a`
  have hL : ∫ x in (-a)..0, Real.exp (β * cuspPotential ω a x)
      = ∫ y in (0 : ℝ)..a, Real.exp (β * ω ^ 2 * y ^ 2 / 2) := by
    have h := intervalIntegral.integral_comp_add_right (a := -a) (b := 0)
      (fun y : ℝ => Real.exp (β * ω ^ 2 * y ^ 2 / 2)) a
    rw [neg_add_cancel, zero_add] at h
    refine Eq.trans ?_ h
    apply intervalIntegral.integral_congr
    intro x hx
    rw [Set.uIcc_of_le (by linarith)] at hx
    simp only [cuspPotential, abs_of_nonpos hx.2]
    congr 1
    ring
  -- right of the cusp, measure it from the well bottom at `a`
  have hR : ∫ x in (0 : ℝ)..a, Real.exp (β * cuspPotential ω a x)
      = ∫ y in (0 : ℝ)..a, Real.exp (β * ω ^ 2 * y ^ 2 / 2) := by
    have h := intervalIntegral.integral_comp_sub_left (a := 0) (b := a)
      (fun y : ℝ => Real.exp (β * ω ^ 2 * y ^ 2 / 2)) a
    rw [sub_self, sub_zero] at h
    refine Eq.trans ?_ h
    apply intervalIntegral.integral_congr
    intro x hx
    rw [Set.uIcc_of_le ha] at hx
    simp only [cuspPotential, abs_of_nonneg hx.1]
    congr 1
    ring
  unfold barrierIntegral
  rw [← intervalIntegral.integral_add_adjacent_intervals (hc.intervalIntegrable (-a) 0)
    (hc.intervalIntegrable 0 a), hL, hR]
  ring

/-- The harmonic well partition function is positive and equals `√(2π / (β ω²))`. -/
theorem wellPartition_eq {β ω : ℝ} (hβ : 0 < β) (hω : 0 < ω) :
    0 < wellPartition β ω ∧ wellPartition β ω = Real.sqrt (2 * π / (β * ω ^ 2)) := by
  have h : wellPartition β ω = Real.sqrt (2 * π / (β * ω ^ 2)) := by
    have e : (fun x : ℝ => Real.exp (-(β * (ω ^ 2 * x ^ 2 / 2))))
        = fun x : ℝ => Real.exp (-(β * ω ^ 2 / 2) * x ^ 2) := by
      funext x
      congr 1
      ring
    unfold wellPartition
    rw [e, integral_gaussian]
    congr 1
    ring
  exact ⟨by rw [h]; positivity, h⟩

/-- The derivative of the inverted Gaussian `exp (c y² / 2)`. -/
theorem hasDerivAt_invGauss (c y : ℝ) :
    HasDerivAt (fun y : ℝ => Real.exp (c * y ^ 2 / 2)) (c * y * Real.exp (c * y ^ 2 / 2)) y := by
  have h : HasDerivAt (fun y : ℝ => c * y ^ 2 / 2) (c * y) y :=
    (((hasDerivAt_pow 2 y).const_mul c).div_const 2).congr_deriv (by
      simp only [Nat.cast_ofNat, Nat.reduceSub, pow_one]
      ring)
  exact h.exp.congr_deriv (mul_comm _ _)

/-- Lower and upper bounds on the integral of `exp (c y² / 2)` from a well bottom to the cusp. -/
theorem halfBarrier_bounds {c a : ℝ} (hc : 0 < c) (ha : 0 < a) :
    Real.exp (c * a ^ 2 / 2) - 1 ≤ c * a * ∫ y in (0 : ℝ)..a, Real.exp (c * y ^ 2 / 2) ∧
    c * a * ∫ y in (0 : ℝ)..a, Real.exp (c * y ^ 2 / 2)
      ≤ Real.exp (c * a ^ 2 / 2) * (1 + 4 / (c * a ^ 2)) := by
  constructor
  · -- replace the slope `c a` at the cusp by the smaller local slope `c y`
    have hF : ∫ y in (0 : ℝ)..a, c * y * Real.exp (c * y ^ 2 / 2)
        = Real.exp (c * a ^ 2 / 2) - Real.exp (c * 0 ^ 2 / 2) :=
      intervalIntegral.integral_eq_sub_of_hasDerivAt
        (f := fun y : ℝ => Real.exp (c * y ^ 2 / 2))
        (fun y _ => hasDerivAt_invGauss c y) (Continuous.intervalIntegrable (by fun_prop) _ _)
    have hm : ∫ y in (0 : ℝ)..a, c * y * Real.exp (c * y ^ 2 / 2)
        ≤ ∫ y in (0 : ℝ)..a, c * a * Real.exp (c * y ^ 2 / 2) :=
      intervalIntegral.integral_mono_on ha.le (Continuous.intervalIntegrable (by fun_prop) _ _)
        (Continuous.intervalIntegrable (by fun_prop) _ _)
        (fun y hy => by
          have := hy.2
          gcongr)
    have h0 : Real.exp (c * 0 ^ 2 / 2) = 1 := by simp
    rw [hF, intervalIntegral.integral_const_mul, h0] at hm
    exact hm
  · -- write `c a = c y + c (a - y)` and use `y² ≤ a y` in the second part
    have hd : ∀ y : ℝ, HasDerivAt (fun y : ℝ => Real.exp (c * y ^ 2 / 2)
        + (2 / a * (a - y) + 4 / (c * a ^ 2)) * Real.exp (c * a * y / 2))
        (c * y * Real.exp (c * y ^ 2 / 2) + c * (a - y) * Real.exp (c * a * y / 2)) y := by
      intro y
      have h1 : HasDerivAt (fun y : ℝ => 2 / a * (a - y) + 4 / (c * a ^ 2)) (-(2 / a)) y :=
        ((((hasDerivAt_id' y).const_sub a).const_mul (2 / a)).add_const _).congr_deriv (by ring)
      have h2 : HasDerivAt (fun y : ℝ => Real.exp (c * a * y / 2))
          (Real.exp (c * a * y / 2) * (c * a / 2)) y :=
        ((((hasDerivAt_id' y).const_mul (c * a)).div_const 2).exp).congr_deriv (by ring)
      have key : -(2 / a) + (2 / a * (a - y) + 4 / (c * a ^ 2)) * (c * a / 2) = c * (a - y) := by
        field_simp
        ring
      exact ((hasDerivAt_invGauss c y).fun_add (h1.fun_mul h2)).congr_deriv (by
        linear_combination Real.exp (c * a * y / 2) * key)
    have hF := intervalIntegral.integral_eq_sub_of_hasDerivAt (a := 0) (b := a)
      (fun y _ => hd y) (Continuous.intervalIntegrable (by fun_prop) _ _)
    have hm : ∫ y in (0 : ℝ)..a, c * a * Real.exp (c * y ^ 2 / 2)
        ≤ ∫ y in (0 : ℝ)..a, (c * y * Real.exp (c * y ^ 2 / 2)
          + c * (a - y) * Real.exp (c * a * y / 2)) :=
      intervalIntegral.integral_mono_on ha.le (Continuous.intervalIntegrable (by fun_prop) _ _)
        (Continuous.intervalIntegrable (by fun_prop) _ _)
        (fun y hy => by
          have hay := sub_nonneg.2 hy.2
          have he : Real.exp (c * y ^ 2 / 2) ≤ Real.exp (c * a * y / 2) :=
            Real.exp_le_exp.mpr (by nlinarith [mul_nonneg hc.le (mul_nonneg hy.1 hay)])
          nlinarith [mul_le_mul_of_nonneg_left he (mul_nonneg hc.le hay)])
    have h0 : 0 ≤ Real.exp (c * 0 ^ 2 / 2)
        + (2 / a * (a - 0) + 4 / (c * a ^ 2)) * Real.exp (c * a * 0 / 2) := by
      rw [sub_zero]
      positivity
    have e1 : c * a * a / 2 = c * a ^ 2 / 2 := by ring
    rw [hF, intervalIntegral.integral_const_mul, e1, sub_self] at hm
    linarith

/-- At every temperature the scaled barrier integral lies between `1 - exp (-βE)` and
`1 + 2 / (βE)`. -/
theorem scaledBarrier_bounds {β ω a : ℝ} (hβ : 0 < β) (hω : 0 < ω) (ha : 0 < a) :
    1 - Real.exp (-(β * barrierHeight ω a)) ≤
      β * ω ^ 2 * a / 2 * Real.exp (-(β * barrierHeight ω a)) * barrierIntegral β ω a ∧
    β * ω ^ 2 * a / 2 * Real.exp (-(β * barrierHeight ω a)) * barrierIntegral β ω a
      ≤ 1 + 2 / (β * barrierHeight ω a) := by
  obtain ⟨hl, hu⟩ := halfBarrier_bounds (c := β * ω ^ 2) (by positivity) ha
  have hE : β * ω ^ 2 * a ^ 2 / 2 = β * barrierHeight ω a := by
    unfold barrierHeight
    ring
  have h4 : 4 / (β * ω ^ 2 * a ^ 2) = 2 / (β * barrierHeight ω a) := by
    rw [← hE]
    ring
  rw [hE] at hl hu
  rw [h4] at hu
  rw [barrierIntegral_eq β ω ha.le]
  have hp : Real.exp (-(β * barrierHeight ω a)) * Real.exp (β * barrierHeight ω a) = 1 := by
    rw [← Real.exp_add, neg_add_cancel, Real.exp_zero]
  have hpos := (Real.exp_pos (-(β * barrierHeight ω a))).le
  constructor
  · have h := mul_le_mul_of_nonneg_left hl hpos
    rw [mul_sub, hp, mul_one] at h
    linarith
  · have h := mul_le_mul_of_nonneg_left hu hpos
    rw [← mul_assoc (Real.exp (-(β * barrierHeight ω a))) (Real.exp (β * barrierHeight ω a)),
      hp, one_mul] at h
    linarith

/-- In the low-temperature limit `(β ω² a / 2) exp (-βE) I(β)` tends to one. -/
theorem scaledBarrier_tendsto {ω a : ℝ} (hω : 0 < ω) (ha : 0 < a) :
    Tendsto (fun β : ℝ => β * ω ^ 2 * a / 2 * Real.exp (-(β * barrierHeight ω a))
      * barrierIntegral β ω a) atTop (𝓝 1) := by
  have hE : 0 < barrierHeight ω a := by
    unfold barrierHeight
    positivity
  have hb : Tendsto (fun β : ℝ => β * barrierHeight ω a) atTop atTop :=
    tendsto_id.atTop_mul_const hE
  have h1 : Tendsto (fun β : ℝ => Real.exp (-(β * barrierHeight ω a))) atTop (𝓝 0) :=
    Real.tendsto_exp_neg_atTop_nhds_zero.comp hb
  have h2 := h1.const_sub 1
  have h3 := (hb.const_div_atTop 2).const_add 1
  rw [sub_zero] at h2
  rw [add_zero] at h3
  refine tendsto_of_tendsto_of_tendsto_of_le_of_le' h2 h3 ?_ ?_
  · filter_upwards [eventually_gt_atTop 0] with β hβ
    exact (scaledBarrier_bounds hβ hω ha).1
  · filter_upwards [eventually_gt_atTop 0] with β hβ
    exact (scaledBarrier_bounds hβ hω ha).2

/-- The escape rate divided by the cusp formula is the inverse of the scaled barrier integral. -/
theorem rate_ratio_eq {β γ ω a : ℝ} (hβ : 0 < β) (hγ : 0 < γ) (hω : 0 < ω) (ha : 0 < a) :
    escapeRate β γ ω a / cuspRate β γ ω a =
      (β * ω ^ 2 * a / 2 * Real.exp (-(β * barrierHeight ω a)) * barrierIntegral β ω a)⁻¹ := by
  -- the two square roots combine to `π a`
  have hZ : wellPartition β ω * Real.sqrt (π * β * barrierHeight ω a) = π * a := by
    have hsq : 2 * π / (β * ω ^ 2) * (π * β * barrierHeight ω a) = (π * a) ^ 2 := by
      unfold barrierHeight
      field_simp
    rw [(wellPartition_eq hβ hω).2, ← Real.sqrt_mul (by positivity), hsq,
      Real.sqrt_sq (by positivity)]
  have h : π * γ / (2 * π * γ) = 1 / 2 := by
    have hπ := Real.pi_pos
    field_simp
  unfold escapeRate cuspRate
  rw [div_div, one_div]
  congr 1
  linear_combination (β * γ * barrierIntegral β ω a * ω ^ 2 / (2 * π * γ)
    * Real.exp (-(β * barrierHeight ω a))) * hZ
    + (β * barrierIntegral β ω a * ω ^ 2 * a * Real.exp (-(β * barrierHeight ω a))) * h

/-- Two-sided bounds, at every temperature, on the escape rate relative to the cusp formula. -/
theorem rate_ratio_bounds {β γ ω a : ℝ} (hβ : 0 < β) (hγ : 0 < γ) (hω : 0 < ω) (ha : 0 < a) :
    (1 + 2 / (β * barrierHeight ω a))⁻¹ ≤ escapeRate β γ ω a / cuspRate β γ ω a ∧
    escapeRate β γ ω a / cuspRate β γ ω a ≤ (1 - Real.exp (-(β * barrierHeight ω a)))⁻¹ := by
  obtain ⟨hl, hu⟩ := scaledBarrier_bounds hβ hω ha
  have hE : 0 < β * barrierHeight ω a := by
    unfold barrierHeight
    positivity
  have h1 : 0 < 1 - Real.exp (-(β * barrierHeight ω a)) :=
    sub_pos.2 (Real.exp_lt_one_iff.2 (by linarith))
  rw [rate_ratio_eq hβ hγ hω ha]
  exact ⟨inv_anti₀ (h1.trans_le hl) hu, inv_anti₀ h1 hl⟩

/-- Kramers rate for a cusp barrier: as `β → ∞` the overdamped escape rate divided by
`(ω² / (2πγ)) √(πβE) exp (-βE)` tends to one. -/
theorem escapeRate_asymptotic {γ ω a : ℝ} (hγ : 0 < γ) (hω : 0 < ω) (ha : 0 < a) :
    Tendsto (fun β : ℝ => escapeRate β γ ω a / cuspRate β γ ω a) atTop (𝓝 1) := by
  have h := (scaledBarrier_tendsto hω ha).inv₀ one_ne_zero
  rw [inv_one] at h
  refine h.congr' ?_
  filter_upwards [eventually_gt_atTop 0] with β hβ
  exact (rate_ratio_eq hβ hγ hω ha).symm

end

end KramersCuspBarrier
```

```lean
#print axioms KramersCuspBarrier.rate_ratio_bounds
#print axioms KramersCuspBarrier.escapeRate_asymptotic
```

```
'KramersCuspBarrier.rate_ratio_bounds' depends on axioms: [propext, Classical.choice, Quot.sound]
'KramersCuspBarrier.escapeRate_asymptotic' depends on axioms: [propext, Classical.choice, Quot.sound]
```

## Notes on the proof

`barrierIntegral_eq` is the reduction to one side. Its steps `hL` and `hR` are the two substitutions; on each half the sign of $x$ is known, which removes the absolute value. `wellPartition_eq` brings the integrand into the form expected by Mathlib's `integral_gaussian`, and also records that $Z$ is positive.

`halfBarrier_bounds` holds the main estimate. In each half, `hF` evaluates an integral from an explicit antiderivative and `hm` compares two integrands pointwise. For the upper bound, `hd` differentiates $e^{cy^2/2}+G(y)$, with `key` as the algebraic identity for the bracket in $G$, and `he` is the inequality from $y^2\le ay$. The contribution at $y=0$ is only shown to be nonnegative, in `h0`, and then discarded.

`scaledBarrier_bounds` multiplies by $e^{-\beta E}$ and translates $c$ back into $\beta E$. `scaledBarrier_tendsto` squeezes $S$ between two functions with limit 1, using the bounds for $\beta>0$ only, which is enough for a limit at infinity.

In `rate_ratio_eq`, `hZ` is the identity $Z\sqrt{\pi\beta E}=\pi a$, and `linear_combination` inserts it into the quotient. `rate_ratio_bounds` inverts the bounds on $S$; this needs $1-e^{-\beta E}>0$, which is `h1`. `escapeRate_asymptotic` inverts the limit of $S$ and replaces $1/S$ by the rate ratio for positive $\beta$.

A technique worth reusing is `congr_deriv`. Mathlib's derivative rules build a correct derivative, but often in an awkward algebraic form. One states the `HasDerivAt` claim with the derivative one wants, applies the rules, and leaves `congr_deriv` with an equation between the two expressions, which `ring` or `linear_combination` can close. `hasDerivAt_invGauss` shows this on a small example, and `hd` on a longer one.
